# Levels of a single-site impurity away from the host levels: the condition U g(E) = 1 and the on-site weight

The simplest tight-binding model of a point defect shifts the on-site energy of one site by $U$ and changes nothing else. To find the levels that such a defect puts in a gap, one can compute one diagonal element of the host's Green function, $g(E)$, and look for the energies at which $U g(E) = 1$. The slope of $g$ at such an energy then gives the weight of the defect state on its own site. The perturbed Hamiltonian need not be diagonalised. Both statements are proved here for a finite, non-interacting host with one orbital per site and a Hermitian Hamiltonian, at energies that are not host levels.

## Host, Green function and impurity

The host has finitely many sites, labelled by a type `n`, with one orbital on each; spin is left out. The orbitals are orthonormal, and the Hamiltonian is a complex matrix $H$. The energy $E$ is real.

```lean
import Mathlib

open Matrix Filter Topology

namespace SingleSiteImpurity

noncomputable section

variable {n : Type*} [Fintype n] [DecidableEq n] {H : Matrix n n ℂ} {E : ℝ}
```

A level is an energy at which the Schrödinger equation $H\psi = E\psi$ has a solution $\psi \neq 0$.

```lean
/-- The real energy `E` is a level of `H`: the equation `H ψ = E ψ` has a nonzero solution. -/
def IsLevel (H : Matrix n n ℂ) (E : ℝ) : Prop :=
  ∃ ψ : n → ℂ, ψ ≠ 0 ∧ H *ᵥ ψ = (E : ℂ) • ψ
```

Away from the levels, the Green matrix is $G(E) = (E - H)^{-1}$. The energy is real and carries no imaginary part $i\eta$.

```lean
/-- The Green matrix `(E - H)⁻¹`, for real `E` that is not a level of `H`. -/
def green (H : Matrix n n ℂ) (E : ℝ) : Matrix n n ℂ := ((E : ℂ) • 1 - H)⁻¹
```

The site function is $g(E) = \operatorname{Re} G_{ii}(E)$, where $i$ is the impurity site. For Hermitian $H$ the element is real, as shown below, so $g(E)$ is then $G_{ii}(E)$ itself.

```lean
/-- The real part of the Green matrix element at site `i`, for `E` not a level of `H`. -/
def siteGreen (H : Matrix n n ℂ) (i : n) (E : ℝ) : ℝ := (green H E i i).re
```

The impurity adds $U$ to the on-site energy of site $i$. With $e_i$ the unit vector at that site, the new Hamiltonian is $H + U e_i e_i^*$.

```lean
/-- The host Hamiltonian `H` with the on-site energy of site `i` shifted by `U`. -/
def withImpurity (H : Matrix n n ℂ) (U : ℝ) (i : n) : Matrix n n ℂ :=
  H + Matrix.single i i (U : ℂ)
```

`Matrix.single i i (U : ℂ)` is the matrix whose only entry that can differ from zero is $U$ at position $(i,i)$. Hoppings are unchanged, and $U$ is a real number of either sign. Hermiticity of $H$ is not part of these definitions; it enters as the hypothesis `H.IsHermitian` where it is needed.

## The impurity as a source term

If $\det(E-H)$ vanished, some $v \neq 0$ would satisfy $(E-H)v = 0$, that is, $Hv = Ev$, and $E$ would be a level. So $E - H$ is invertible whenever $E$ is not a level.

```lean
/-- If `E` is not a level of `H`, the determinant of `E - H` is nonzero. -/
theorem det_ne_zero_of_not_isLevel (hE : ¬ IsLevel H E) :
    ((E : ℂ) • (1 : Matrix n n ℂ) - H).det ≠ 0 := by
  intro hd
  obtain ⟨v, hv, h0⟩ := Matrix.exists_mulVec_eq_zero_iff.mpr hd
  rw [Matrix.sub_mulVec, Matrix.smul_mulVec, Matrix.one_mulVec, sub_eq_zero] at h0
  exact hE ⟨v, hv, h0.symm⟩
```

The Schrödinger equation with the impurity can be rearranged so that the impurity is a source at site $i$:
$$(H + U e_i e_i^*)\psi = E\psi \iff (E-H)\psi = U\psi_i\, e_i \iff \psi = U\psi_i\, G(E)\, e_i .$$
The last step multiplies by $G(E)$ in one direction and by $E-H$ in the other. In components, $\psi_j = U\psi_i G_{ji}(E)$.

```lean
/-- Away from the host levels, `ψ` solves the Schrödinger equation with the impurity exactly
when it is `U ψ i` times column `i` of the host Green matrix. -/
theorem schrodinger_iff (hE : ¬ IsLevel H E) (U : ℝ) (i : n) (ψ : n → ℂ) :
    withImpurity H U i *ᵥ ψ = (E : ℂ) • ψ ↔
      ψ = ((U : ℂ) * ψ i) • fun j => green H E j i := by
  have hu := (det_ne_zero_of_not_isLevel hE).isUnit
  -- the impurity acts as a source at site `i`
  have hs : Matrix.single i i (U : ℂ) *ᵥ ψ = Pi.single i ((U : ℂ) * ψ i) := by
    ext j
    change ∑ k, Matrix.single i i (U : ℂ) j k * ψ k = (Pi.single i ((U : ℂ) * ψ i) : n → ℂ) j
    by_cases h : j = i
    · subst h
      simp [Matrix.single_apply]
    · simp [h, Ne.symm h]
  have hG : green H E *ᵥ Pi.single i ((U : ℂ) * ψ i) =
      ((U : ℂ) * ψ i) • fun j => green H E j i := by
    ext j
    change ∑ k, green H E j k * (Pi.single i ((U : ℂ) * ψ i) : n → ℂ) k =
      ((U : ℂ) * ψ i) * green H E j i
    rw [Finset.sum_eq_single i (fun k _ hk => by simp [hk])
      (fun h => absurd (Finset.mem_univ i) h), Pi.single_eq_same, mul_comm]
  constructor
  · intro h
    have h1 : ((E : ℂ) • (1 : Matrix n n ℂ) - H) *ᵥ ψ = Pi.single i ((U : ℂ) * ψ i) := by
      rw [withImpurity, Matrix.add_mulVec, hs] at h
      rw [Matrix.sub_mulVec, Matrix.smul_mulVec, Matrix.one_mulVec, ← h, add_sub_cancel_left]
    rw [← hG, ← h1, green, Matrix.mulVec_mulVec, Matrix.nonsing_inv_mul _ hu,
      Matrix.one_mulVec]
  · intro h
    have h1 : ((E : ℂ) • (1 : Matrix n n ℂ) - H) *ᵥ ψ = Pi.single i ((U : ℂ) * ψ i) :=
      calc ((E : ℂ) • (1 : Matrix n n ℂ) - H) *ᵥ ψ
          = ((E : ℂ) • (1 : Matrix n n ℂ) - H) *ᵥ
              (green H E *ᵥ Pi.single i ((U : ℂ) * ψ i)) :=
            congrArg (fun v => ((E : ℂ) • (1 : Matrix n n ℂ) - H) *ᵥ v) (h.trans hG.symm)
        _ = Pi.single i ((U : ℂ) * ψ i) := by
            rw [green, Matrix.mulVec_mulVec, Matrix.mul_nonsing_inv _ hu, Matrix.one_mulVec]
    rw [Matrix.sub_mulVec, Matrix.smul_mulVec, Matrix.one_mulVec] at h1
    rw [withImpurity, Matrix.add_mulVec, hs, ← h1, add_sub_cancel]
```

In the proof, `hs` evaluates the impurity term as $U\psi_i e_i$, and `hG` identifies $G$ applied to this source with a multiple of column $i$. The two directions of the equivalence then use $G(E-H) = 1$ and $(E-H)G = 1$. Hermiticity plays no part yet.

## The slope of the site Green function

For Hermitian $H$ and real $E$, the matrix $E-H$ is Hermitian, and so is its inverse: $G^\dagger = G$.

```lean
/-- At real energy the Green matrix of a Hermitian Hamiltonian is Hermitian. -/
theorem green_isHermitian (hH : H.IsHermitian) (E : ℝ) : (green H E)ᴴ = green H E := by
  simp [green, Matrix.conjTranspose_nonsing_inv, hH.eq]
```

The lemma has no condition on $E$ because Lean assigns the value zero to the inverse of a singular matrix.

The diagonal entry of this relation reads $\overline{G_{ii}} = G_{ii}$, so $G_{ii}$ is real.

```lean
/-- For a Hermitian Hamiltonian the diagonal Green matrix element at real energy is real. -/
theorem siteGreen_ofReal (hH : H.IsHermitian) (i : n) (E : ℝ) :
    (siteGreen H i E : ℂ) = green H E i i :=
  Complex.conj_eq_iff_re.mp (congrFun (congrFun (green_isHermitian hH E) i) i)
```

To differentiate $g$, compare the Green matrix at two energies $x$ and $y$ at which the inverse exists:
$$G(x) - G(y) = G(x)\,[(y-H)-(x-H)]\,G(y) = (y-x)\,G(x)G(y).$$

```lean
/-- Resolvent identity `G(x) - G(y) = (y - x) G(x) G(y)`, for `x - H` and `y - H` invertible. -/
theorem resolvent_identity {x y : ℝ} (hx : ((x : ℂ) • (1 : Matrix n n ℂ) - H).det ≠ 0)
    (hy : ((y : ℂ) • (1 : Matrix n n ℂ) - H).det ≠ 0) :
    green H x - green H y = ((y : ℂ) - x) • (green H x * green H y) := by
  have h1 : green H x * ((x : ℂ) • 1 - H) = 1 := Matrix.nonsing_inv_mul _ hx.isUnit
  have h2 : ((y : ℂ) • 1 - H) * green H y = 1 := Matrix.mul_nonsing_inv _ hy.isUnit
  calc green H x - green H y
      = green H x * (((y : ℂ) • 1 - H) * green H y)
          - green H x * ((x : ℂ) • 1 - H) * green H y := by rw [h1, h2, mul_one, one_mul]
    _ = green H x * (((y : ℂ) • 1 - H) - ((x : ℂ) • 1 - H)) * green H y := by
        rw [← mul_assoc, ← sub_mul, ← mul_sub]
    _ = _ := by
        rw [sub_sub_sub_cancel_right, ← sub_smul, mul_smul_comm, mul_one, smul_mul_assoc]
```

Set $y = E$, take the real part of the $(i,i)$ entry and divide by $x - E$:
$$\frac{g(x)-g(E)}{x-E} = -\operatorname{Re}\,[G(x)G(E)]_{ii}.$$
As $x \to E$, continuity of the inverse gives
$$g'(E) = -\operatorname{Re}\sum_j G_{ij}(E)G_{ji}(E) = -\sum_j |G_{ji}(E)|^2,$$
since $G_{ij} = \overline{G_{ji}}$.

```lean
/-- For Hermitian `H` and `E` not a level, the energy derivative of the site Green function is
minus the squared norm of column `i` of the Green matrix. -/
theorem hasDerivAt_siteGreen (hH : H.IsHermitian) (i : n) (hE : ¬ IsLevel H E) :
    HasDerivAt (siteGreen H i) (-∑ j, ‖green H E j i‖ ^ 2) E := by
  have h0 := det_ne_zero_of_not_isLevel hE
  have hA : Continuous fun x : ℝ => (x : ℂ) • (1 : Matrix n n ℂ) - H :=
    (Complex.continuous_ofReal.smul continuous_const).sub continuous_const
  have hG : ContinuousAt (fun x : ℝ => green H x) E := by
    simp only [green, Matrix.inv_def, Ring.inverse_eq_inv']
    exact (hA.matrix_det.continuousAt.inv₀ h0).smul hA.matrix_adjugate.continuousAt
  have hc : Continuous fun M : Matrix n n ℂ => (-((M * green H E) i i)).re :=
    Complex.continuous_re.comp
      ((continuous_id.matrix_mul continuous_const).matrix_elem i i).neg
  have hval : (-((green H E * green H E) i i)).re = -∑ j, ‖green H E j i‖ ^ 2 := by
    rw [Complex.neg_re, Matrix.mul_apply, Complex.re_sum]
    congr 1
    refine Finset.sum_congr rfl fun j _ => ?_
    have hs : green H E i j = star (green H E j i) :=
      (congrFun (congrFun (green_isHermitian hH E) i) j).symm
    rw [hs, Complex.star_def, ← Complex.normSq_eq_conj_mul_self, Complex.ofReal_re,
      Complex.normSq_eq_norm_sq]
  have hlim := (hc.tendsto (green H E)).comp hG.tendsto
  rw [hval] at hlim
  -- the difference quotient is given by the resolvent identity
  rw [hasDerivAt_iff_tendsto_slope]
  refine (hlim.mono_left nhdsWithin_le_nhds).congr' ?_
  filter_upwards [self_mem_nhdsWithin,
    nhdsWithin_le_nhds (hA.matrix_det.continuousAt.eventually_ne h0)] with x hx hdx
  have h : siteGreen H i x - siteGreen H i E =
      (E - x) * ((green H x * green H E) i i).re := by
    simp only [siteGreen]
    rw [← Complex.sub_re, ← Matrix.sub_apply, resolvent_identity hdx h0, Matrix.smul_apply,
      smul_eq_mul, ← Complex.ofReal_sub, Complex.re_ofReal_mul]
  change (-((green H x * green H E) i i)).re = _
  rw [slope_def_field, h, Complex.neg_re, eq_div_iff (sub_ne_zero.mpr hx)]
  ring
```

`HasDerivAt` states that the derivative exists and has this value. Continuity, `hG`, comes from writing the inverse as the adjugate divided by the determinant, which is nonzero at $E$ and therefore also nearby. `hval` evaluates the limit, and the closing lines match the difference quotient to the resolvent identity for $x \neq E$ close to $E$.

The sum is strictly positive. The $(i,i)$ entry of $(E-H)G = 1$ is $\sum_j (E-H)_{ij}G_{ji} = 1$, which is impossible if column $i$ of $G$ vanishes. Hence $g'(E) < 0$.

```lean
/-- For Hermitian `H`, the site Green function has negative slope at every `E` that is not
a level. -/
theorem deriv_siteGreen_neg (hH : H.IsHermitian) (i : n) (hE : ¬ IsLevel H E) :
    deriv (siteGreen H i) E < 0 := by
  rw [(hasDerivAt_siteGreen hH i hE).deriv, neg_lt_zero]
  obtain ⟨j, hj⟩ : ∃ j, green H E j i ≠ 0 := by
    by_contra hc
    have hz : ∀ j, green H E j i = 0 := fun j => by_contra fun h => hc ⟨j, h⟩
    have h : ∑ j, ((E : ℂ) • (1 : Matrix n n ℂ) - H) i j * green H E j i = 1 := by
      have h := congrFun (congrFun (Matrix.mul_nonsing_inv _
        (det_ne_zero_of_not_isLevel hE).isUnit) i) i
      rw [Matrix.mul_apply, Matrix.one_apply_eq] at h
      exact h
    simp [hz] at h
  exact Finset.sum_pos' (fun _ _ => by positivity) ⟨j, Finset.mem_univ j, by positivity⟩
```

## Level condition, degeneracy and weight

Suppose that $\psi \neq 0$ solves the equation with the impurity. Then $\psi_i \neq 0$, because $\psi_i = 0$ in $\psi_j = U\psi_i G_{ji}$ would make every component vanish. Setting $j = i$ and cancelling $\psi_i$ leaves $U g(E) = 1$.

Conversely, if $U g(E) = 1$, the column $\phi_j = G_{ji}(E)$ is nonzero, since $U\phi_i = 1$. It also satisfies $\phi_j = U\phi_i G_{ji}$, so it is an eigenvector. Every other solution is a multiple of it, and the level is non-degenerate.

For a solution with $\sum_j|\psi_j|^2 = 1$, summing $|\psi_j|^2 = U^2|\psi_i|^2|G_{ji}|^2$ over $j$ gives
$$1 = U^2|\psi_i|^2\sum_j|G_{ji}|^2 = -U^2|\psi_i|^2 g'(E), \qquad |\psi_i|^2 = -\frac{1}{U^2 g'(E)} .$$

```lean
/-- For a Hermitian host `H` and `E` not a host level, `E` is a level with the impurity iff
`U g(E) = 1`. It is then simple, and its normalised states have weight `-1 / (U² g'(E))` on
the impurity site. -/
theorem impurity_level (hH : H.IsHermitian) (hE : ¬ IsLevel H E) (U : ℝ) (i : n) :
    (IsLevel (withImpurity H U i) E ↔ U * siteGreen H i E = 1) ∧
    (U * siteGreen H i E = 1 →
      Module.finrank ℂ
        (Module.End.eigenspace (Matrix.toLin' (withImpurity H U i)) (E : ℂ)) = 1 ∧
      ∀ ψ : n → ℂ, withImpurity H U i *ᵥ ψ = (E : ℂ) • ψ → ∑ j, ‖ψ j‖ ^ 2 = 1 →
        ‖ψ i‖ ^ 2 = -1 / (U ^ 2 * deriv (siteGreen H i) E)) := by
  have hg := siteGreen_ofReal hH i E
  -- if `U g = 1`, the Green matrix column is itself an eigenvector with the impurity
  have hcol : U * siteGreen H i E = 1 →
      (fun j => green H E j i) ≠ 0 ∧
      withImpurity H U i *ᵥ (fun j => green H E j i) = (E : ℂ) • fun j => green H E j i := by
    intro h
    have hc : (U : ℂ) * green H E i i = 1 := by
      rw [← hg]
      exact_mod_cast h
    refine ⟨fun h0 => ?_, (schrodinger_iff hE U i _).mpr ?_⟩
    · have h1 : green H E i i = 0 := congrFun h0 i
      rw [h1, mul_zero] at hc
      exact zero_ne_one hc
    · simp only [hc, one_smul]
  refine ⟨⟨?_, fun h => ⟨_, hcol h⟩⟩, fun h => ⟨?_, fun ψ hψ hn => ?_⟩⟩
  · rintro ⟨ψ, h0, h⟩
    have hb := (schrodinger_iff hE U i ψ).mp h
    have hi : ψ i ≠ 0 := fun hi => h0 (by rw [hb, hi, mul_zero, zero_smul])
    have h1 : ψ i = ((U : ℂ) * ψ i) * green H E i i := congrFun hb i
    rw [← hg] at h1
    have h2 : (U : ℂ) * (siteGreen H i E : ℂ) = 1 :=
      mul_left_cancel₀ hi (by linear_combination -h1)
    exact_mod_cast h2
  · -- every eigenvector is a multiple of the column
    obtain ⟨hne, heq⟩ := hcol h
    refine finrank_eq_one (⟨fun j => green H E j i, Module.End.mem_eigenspace_iff.mpr
      (by rw [Matrix.toLin'_apply]; exact heq)⟩ :
        Module.End.eigenspace (Matrix.toLin' (withImpurity H U i)) (E : ℂ))
      (fun h0 => hne (congrArg Subtype.val h0)) ?_
    rintro ⟨w, hw⟩
    rw [Module.End.mem_eigenspace_iff, Matrix.toLin'_apply] at hw
    exact ⟨(U : ℂ) * w i, Subtype.ext ((schrodinger_iff hE U i w).mp hw).symm⟩
  · -- normalisation fixes the weight on the impurity site
    have hb := (schrodinger_iff hE U i ψ).mp hψ
    have hj : ∀ j, ‖ψ j‖ ^ 2 = ‖ψ i‖ ^ 2 * U ^ 2 * ‖green H E j i‖ ^ 2 := fun j =>
      calc ‖ψ j‖ ^ 2 = ‖(U : ℂ) * ψ i * green H E j i‖ ^ 2 :=
            congrArg (fun z : ℂ => ‖z‖ ^ 2) (congrFun hb j)
        _ = _ := by
            rw [norm_mul, norm_mul, Complex.norm_real, Real.norm_eq_abs, mul_pow, mul_pow,
              sq_abs, mul_comm (U ^ 2)]
    have key : ‖ψ i‖ ^ 2 * (U ^ 2 * ∑ j, ‖green H E j i‖ ^ 2) = 1 := by
      rw [← mul_assoc, Finset.mul_sum, ← hn]
      exact Finset.sum_congr rfl fun j _ => (hj j).symm
    have hne : U ^ 2 * ∑ j, ‖green H E j i‖ ^ 2 ≠ 0 := right_ne_zero_of_mul_eq_one key
    rw [(hasDerivAt_siteGreen hH i hE).deriv, mul_neg, neg_div_neg_eq, eq_div_iff hne]
    exact key
```

The theorem takes a Hermitian `H`, an energy `E` that is not a level of the host, any real `U` and any site `i`. Its first part is the equivalence between being a level of `withImpurity H U i` and `U * siteGreen H i E = 1`. Its second part assumes the latter equation and concludes that the eigenspace has complex dimension one (`Module.finrank` equal to 1) and that every normalised solution has the stated weight. The case $U = 0$ needs no exclusion: both sides of the equivalence are then false.

In the proof, `hcol` shows that the Green matrix column is an eigenvector, `finrank_eq_one` turns "every solution is a multiple of this one" into the dimension, and `key` is the normalisation sum.

The theorem says nothing about impurity-system levels that coincide with host levels, such as host states with a node at site $i$, which the impurity leaves unchanged. It also does not treat the limit of an infinite host, whose levels merge into bands, or defects that change hoppings or the on-site energies of neighbouring sites, as defects in real crystals can.

## A host level between any two levels with the impurity

Let $E_1 < E_2$ be two levels of the system with the impurity, and suppose that $[E_1, E_2]$ contains no host level. Then $g$ is continuous on the interval with negative slope, so $g(E_1) > g(E_2)$. But the level condition gives $U g(E_1) = U g(E_2) = 1$, hence $U \neq 0$ and $g(E_1) = g(E_2)$, a contradiction.

```lean
/-- For a Hermitian host, the closed interval between two distinct levels of the system with
the impurity contains a host level. -/
theorem host_level_between (hH : H.IsHermitian) (U : ℝ) (i : n) {E₁ E₂ : ℝ} (h12 : E₁ < E₂)
    (h₁ : IsLevel (withImpurity H U i) E₁) (h₂ : IsLevel (withImpurity H U i) E₂) :
    ∃ x ∈ Set.Icc E₁ E₂, IsLevel H x := by
  by_contra hc
  have hn : ∀ x ∈ Set.Icc E₁ E₂, ¬ IsLevel H x := fun x hx h => hc ⟨x, hx, h⟩
  have m₁ : E₁ ∈ Set.Icc E₁ E₂ := ⟨le_rfl, h12.le⟩
  have m₂ : E₂ ∈ Set.Icc E₁ E₂ := ⟨h12.le, le_rfl⟩
  -- without a host level in between, `g` decreases and cannot equal `1 / U` twice
  have anti : StrictAntiOn (siteGreen H i) (Set.Icc E₁ E₂) :=
    strictAntiOn_of_deriv_neg (convex_Icc E₁ E₂)
      (fun x hx => (hasDerivAt_siteGreen hH i (hn x hx)).continuousAt.continuousWithinAt)
      (fun x hx => deriv_siteGreen_neg hH i (hn x (interior_subset hx)))
  have e₁ := (impurity_level hH (hn E₁ m₁) U i).1.mp h₁
  have e₂ := (impurity_level hH (hn E₂ m₂) U i).1.mp h₂
  have hU : U ≠ 0 := fun h => by
    rw [h, zero_mul] at e₁
    exact zero_ne_one e₁
  exact (anti m₁ m₂ h12).ne (mul_left_cancel₀ hU (e₂.trans e₁.symm))

end

end SingleSiteImpurity
```

The interval `Set.Icc E₁ E₂` is closed, so the host level may sit at one of its ends. An open gap between neighbouring host levels therefore holds at most one level of the system with a single-site impurity, whatever the strength of $U$. In the proof, `anti` is the strict decrease of $g$, and `e₁` and `e₂` are the level conditions at the two energies.

```lean
#print axioms SingleSiteImpurity.impurity_level
-- 'SingleSiteImpurity.impurity_level' depends on axioms: [propext, Classical.choice, Quot.sound]
#print axioms SingleSiteImpurity.host_level_between
-- 'SingleSiteImpurity.host_level_between' depends on axioms: [propext, Classical.choice, Quot.sound]
```
